# Among Pauli symmetries forming an s-dimensional space with an r-dimensional radical, (s + r)/2 independent ones commute mutually, and no more

Take two qubits with the Hamiltonian H = Z₁Z₂. Up to phase, the Pauli strings that commute with H are the products of X₁X₂, Z₁ and Z₂. These are three independent symmetries, but X₁X₂ anticommutes with Z₁ and with Z₂, so they have no common eigenbasis. Qubit tapering removes one qubit for each member of a set of independent, mutually commuting symmetries, and here the largest such set has two members, for example Z₁ and Z₂.

The number can be found without a search. Multiplying strings up to phase is addition in a vector space over F₂, here of dimension s = 3. The strings in it that commute with all the others are 1 and Z₁Z₂, a subspace of dimension r = 1. The answer is (3 + 1)/2 = 2.

## Alternating forms and their radical

The count is linear algebra, valid over any field K. Let V be a vector space over K with a bilinear form B. In the application, B(u, v) = 0 will mean that two strings commute.

```lean
import Mathlib

open Module Matrix

namespace SymmetryTapering

noncomputable section

variable {K V : Type*} [Field K] [AddCommGroup V] [Module K V]
```

A mutually commuting set of strings corresponds to a subspace W on which B vanishes, called isotropic.

```lean
/-- A subspace is isotropic when the form vanishes on every pair of its vectors. -/
def IsIsotropic (B : LinearMap.BilinForm K V) (W : Submodule K V) : Prop :=
  ∀ u ∈ W, ∀ v ∈ W, B u v = 0
```

The radical R consists of the vectors orthogonal to all of V. In Lean, `⊤` is the whole space and `B.orthogonal W` is the complement W⊥, the set of v with B(w, v) = 0 for every w in W.

```lean
/-- The radical of a form: the vectors orthogonal to the whole space. -/
def radical (B : LinearMap.BilinForm K V) : Submodule K V := B.orthogonal ⊤
```

## An upper bound on commuting sets

Let V be finite-dimensional, r = dim R, and B alternating: B(v, v) = 0 for every v, as every string commutes with itself. Expanding B(u + v, u + v) = 0 gives B(u, v) = −B(v, u), so orthogonality is symmetric.

The map v ↦ B(·, v) from V to the dual of W has kernel W⊥. Its transpose, w ↦ B(w, ·), has kernel W ∩ R. The two ranks are equal, hence

dim V − dim W⊥ = dim W − dim(W ∩ R).

If W is isotropic, then W ⊆ W⊥, and so

2 dim W ≤ dim W + dim W⊥ = dim V + dim(W ∩ R) ≤ dim V + r.

In the proof, `h` is the dimension formula, taken from Mathlib, and `h1` and `h2` are the two inequalities.

```lean
/-- For an alternating form on a finite-dimensional space, twice the dimension of an isotropic
subspace is at most the dimension of the space plus that of the radical. -/
theorem two_mul_finrank_le [FiniteDimensional K V] {B : LinearMap.BilinForm K V}
    (hB : B.IsAlt) {W : Submodule K V} (hW : IsIsotropic B W) :
    2 * finrank K W ≤ finrank K V + finrank K (radical B) := by
  have h := LinearMap.BilinForm.finrank_add_finrank_orthogonal hB.isRefl W
  have h1 : finrank K W ≤ finrank K (B.orthogonal W) :=
    Submodule.finrank_mono (fun v hv u hu => hW u hu v hv)
  have h2 : finrank K (W ⊓ B.orthogonal ⊤ : Submodule K V) ≤ finrank K (radical B) :=
    Submodule.finrank_mono inf_le_right
  omega
```

## Sets that cannot be enlarged reach the bound

Let W be isotropic and contained in no larger isotropic subspace. Take v in W⊥. For w, w′ in W and scalars c, c′,

B(w + cv, w′ + c′v) = B(w, w′) + c′B(w, v) + cB(v, w′) + cc′B(v, v) = 0.

So v can be adjoined to W (`hiso`), which by maximality means that v was already in W. Therefore W⊥ = W (`heq`). Since R ⊆ W⊥, also R ⊆ W (`hrad`), and the dimension formula becomes 2 dim W = dim V + r.

```lean
/-- For an alternating form on a finite-dimensional space V, every isotropic subspace that cannot
be enlarged has the same dimension, half the sum of dim V and the dimension of the radical. -/
theorem two_mul_finrank_of_maximal [FiniteDimensional K V] {B : LinearMap.BilinForm K V}
    (hB : B.IsAlt) {W : Submodule K V} (hW : Maximal (IsIsotropic B) W) :
    2 * finrank K W = finrank K V + finrank K (radical B) := by
  -- a vector orthogonal to W could be adjoined to W, so it already lies in W
  have hle : B.orthogonal W ≤ W := by
    intro v hv
    have hv1 : ∀ w ∈ W, B w v = 0 := hv
    have hv2 : ∀ w ∈ W, B v w = 0 := fun w hw => hB.isRefl _ _ (hv1 w hw)
    have hvv : B v v = 0 := hB v
    have hiso : IsIsotropic B (W ⊔ Submodule.span K {v}) := by
      intro a ha b hb
      obtain ⟨w, hw, z, hz, rfl⟩ := Submodule.mem_sup.1 ha
      obtain ⟨c, rfl⟩ := Submodule.mem_span_singleton.1 hz
      obtain ⟨w', hw', z', hz', rfl⟩ := Submodule.mem_sup.1 hb
      obtain ⟨c', rfl⟩ := Submodule.mem_span_singleton.1 hz'
      simp [hW.1 w hw w' hw', hv1 w hw, hv2 w' hw', hvv]
    exact hW.2 hiso le_sup_left
      (Submodule.mem_sup_right (Submodule.mem_span_singleton_self v))
  have heq : B.orthogonal W = W :=
    le_antisymm hle (fun v hv u hu => hW.1 u hu v hv)
  have hrad : B.orthogonal ⊤ ≤ W := fun v hv => hle (fun w _ => hv w Submodule.mem_top)
  have h := LinearMap.BilinForm.finrank_add_finrank_orthogonal hB.isRefl W
  rw [heq, inf_eq_right.2 hrad] at h
  unfold radical
  omega
```

A maximal W exists: start from the zero subspace and enlarge it while possible, which must stop in finite dimension. Lean obtains this from `wellFounded_gt`. Then dim V + r = 2 dim W is even, W attains half of it, and the upper bound excludes anything larger. `IsGreatest` states both attainment and bound. The evenness clause shows that the natural-number division by 2 loses nothing.

```lean
/-- For an alternating form with radical of dimension r on a finite-dimensional space V,
dim V + r is even and (dim V + r)/2 is the largest dimension of an isotropic subspace. -/
theorem isGreatest_isotropic [FiniteDimensional K V] {B : LinearMap.BilinForm K V}
    (hB : B.IsAlt) :
    Even (finrank K V + finrank K (radical B)) ∧
      IsGreatest {d | ∃ W : Submodule K V, IsIsotropic B W ∧ finrank K W = d}
        ((finrank K V + finrank K (radical B)) / 2) := by
  have hbot : IsIsotropic B ⊥ := by
    intro u hu v _
    rw [(Submodule.mem_bot K).1 hu]
    simp
  -- finite dimension provides an isotropic subspace that cannot be enlarged
  obtain ⟨W, hW, hmax⟩ := (wellFounded_gt (α := Submodule K V)).has_min
    {W | IsIsotropic B W} ⟨⊥, hbot⟩
  have hd := two_mul_finrank_of_maximal hB (W := W) ⟨hW, fun Y hY hWY => by
    by_contra hn
    exact hmax Y hY (lt_of_le_of_ne hWY (fun h => hn h.ge))⟩
  refine ⟨⟨finrank K W, by omega⟩, ⟨W, hW, by omega⟩, ?_⟩
  rintro d ⟨U, hU, rfl⟩
  have := two_mul_finrank_le hB hU
  omega
```

## Pauli strings as bit vectors

A string on n qubits is labelled by two bit vectors: x marks the flips and z the phases. On one qubit, X is (1, 0), Z is (0, 1) and Y is (1, 1).

```lean
/-- Label (x, z) of a Pauli string on n qubits: x marks the bit flips, z the phase flips. -/
abbrev Label (n : ℕ) := (Fin n → ZMod 2) × (Fin n → ZMod 2)
```

For labels u = (x, z) and v = (x′, z′), the symplectic form is

ω(u, v) = x·z′ + z·x′ (mod 2).

The four arguments after the formula in `pauliForm` check its linearity in each slot.

```lean
/-- The symplectic form x·z' + z·x' on Pauli labels. -/
def pauliForm (n : ℕ) : LinearMap.BilinForm (ZMod 2) (Label n) :=
  LinearMap.mk₂ (ZMod 2) (fun u v => u.1 ⬝ᵥ v.2 + u.2 ⬝ᵥ v.1)
    (by intro a b c; simp only [Prod.fst_add, Prod.snd_add, add_dotProduct]; ring)
    (by intro c a b; simp [smul_dotProduct, mul_add])
    (by intro a b c; simp only [Prod.fst_add, Prod.snd_add, dotProduct_add]; ring)
    (by intro c a b; simp [dotProduct_smul, mul_add])
```

A bit a gives the sign (−1)^a.

```lean
/-- The sign (-1)^a of a bit a. -/
def sign (a : ZMod 2) : ℂ := ((if a = 0 then 1 else -1 : ℤ) : ℂ)
```

Write P(u) for the operator `pauli u`. It acts on a wavefunction ψ over bit strings b by

(P(u)ψ)(b) = (−1)^(z·b) ψ(b + x).

The phase is fixed by this formula, so that (1, 1) gives ZX = iY and not Y. Commutation is unaffected by such phases.

```lean
/-- The Pauli string with label (x, z), up to a phase: it sends the wavefunction ψ(b) on bit
strings b to (-1)^(z·b) ψ(b + x). -/
def pauli {n : ℕ} (u : Label n) : Module.End ℂ ((Fin n → ZMod 2) → ℂ) where
  toFun ψ b := sign (u.2 ⬝ᵥ b) * ψ (b + u.1)
  map_add' ψ φ := by funext b; simp [mul_add]
  map_smul' c ψ := by funext b; simp [mul_left_comm]
```

The form is alternating because ω(u, u) = 2 x·z = 0 modulo 2. The theorem saying so has the name `pauliForm_witness`.

```lean
/-- The symplectic form on Pauli labels is alternating. -/
theorem pauliForm_witness (n : ℕ) : (pauliForm n).IsAlt := by
  intro u
  change u.1 ⬝ᵥ u.2 + u.2 ⬝ᵥ u.1 = 0
  rw [dotProduct_comm u.2, CharTwo.add_self_eq_zero]
```

Signs multiply when bits add, which `decide` checks over the four cases.

```lean
/-- The sign of a sum of bits is the product of the signs. -/
theorem sign_add (a b : ZMod 2) : sign (a + b) = sign a * sign b := by
  have h : ∀ a b : ZMod 2, (if a + b = 0 then 1 else -1 : ℤ) =
      (if a = 0 then 1 else -1) * (if b = 0 then 1 else -1) := by decide
  unfold sign
  rw [h a b, Int.cast_mul]
```

## The form decides commutation

Applying two strings in either order gives

(P(u)P(v)ψ)(b) = (−1)^(z·b + z′·b + z′·x) ψ(b + x + x′),

(P(v)P(u)ψ)(b) = (−1)^(z′·b + z·b + z·x′) ψ(b + x + x′).

The signs differ by (−1)^(x·z′ + z·x′), so P(u)P(v) = (−1)^ω(u,v) P(v)P(u). The proof expands the same signs and uses `hs`, that a sign squares to 1.

```lean
/-- Exchanging two Pauli strings costs the sign given by the symplectic form of their labels. -/
theorem pauli_mul_comm {n : ℕ} (u v : Label n) :
    pauli u * pauli v = sign (pauliForm n u v) • (pauli v * pauli u) := by
  refine LinearMap.ext fun ψ => funext fun b => ?_
  change sign (u.2 ⬝ᵥ b) * (sign (v.2 ⬝ᵥ (b + u.1)) * ψ (b + u.1 + v.1)) =
    sign (u.1 ⬝ᵥ v.2 + u.2 ⬝ᵥ v.1) *
      (sign (v.2 ⬝ᵥ b) * (sign (u.2 ⬝ᵥ (b + v.1)) * ψ (b + v.1 + u.1)))
  have hs : sign (u.2 ⬝ᵥ v.1) * sign (u.2 ⬝ᵥ v.1) = 1 := by
    rw [← sign_add, CharTwo.add_self_eq_zero]
    simp [sign]
  rw [add_right_comm b v.1 u.1, dotProduct_comm u.1 v.2]
  simp only [dotProduct_add, sign_add]
  linear_combination (-(sign (u.2 ⬝ᵥ b) * sign (v.2 ⬝ᵥ b) * sign (v.2 ⬝ᵥ u.1) *
    ψ (b + u.1 + v.1))) * hs
```

If ω(u, v) = 0, the strings commute. If ω(u, v) = 1 and they commuted, then P(v)P(u) would equal its own negative and vanish. But on the constant wavefunction ψ = 1 its value at b = 0 is ±1, a contradiction.

```lean
/-- Two Pauli strings commute exactly when the symplectic form of their labels vanishes. -/
theorem pauli_commute_iff {n : ℕ} (u v : Label n) :
    Commute (pauli u) (pauli v) ↔ pauliForm n u v = 0 := by
  have hne : ∀ a, sign a ≠ 0 := by
    intro a
    unfold sign
    split_ifs <;> norm_num
  have hc := pauli_mul_comm u v
  constructor
  · intro h
    by_contra h0
    rw [h.eq] at hc
    -- evaluate on the constant wavefunction, where the product does not vanish
    have he := congrFun (LinearMap.congr_fun hc (fun _ => 1)) 0
    change sign (v.2 ⬝ᵥ 0) * (sign (u.2 ⬝ᵥ (0 + v.1)) * 1) =
      sign (pauliForm n u v) * (sign (v.2 ⬝ᵥ 0) * (sign (u.2 ⬝ᵥ (0 + v.1)) * 1)) at he
    have hm : sign (pauliForm n u v) = -1 := by simp [sign, h0]
    rw [hm] at he
    have hz : sign (v.2 ⬝ᵥ 0) * sign (u.2 ⬝ᵥ (0 + v.1)) = 0 := by
      linear_combination he / 2
    exact mul_ne_zero (hne _) (hne _) hz
  · intro h
    rw [h] at hc
    change pauli u * pauli v = pauli v * pauli u
    simpa [sign] using hc
```

## Counting the symmetries of a Hamiltonian

A Hamiltonian enters through the set T of labels of its Pauli terms; the coefficients play no role. Its symmetry space S contains the labels of all strings that commute with every term. If ω(a, t) = ω(b, t) = 0, then ω(a + b, t) = 0, so S is a subspace. For distinct strings with nonzero coefficients, commuting with every term is the same as commuting with H, since conjugation by a Pauli string only changes the signs of terms.

```lean
/-- The Pauli symmetries of a Hamiltonian with Pauli terms T: the labels of all strings that
commute with every term. -/
def symmetries {n : ℕ} (T : Set (Label n)) : Submodule (ZMod 2) (Label n) where
  carrier := {w | ∀ t ∈ T, Commute (pauli w) (pauli t)}
  add_mem' := by
    intro a b ha hb t ht
    have h1 := (pauli_commute_iff a t).1 (ha t ht)
    have h2 := (pauli_commute_iff b t).1 (hb t ht)
    exact (pauli_commute_iff _ _).2 (by rw [map_add, LinearMap.add_apply, h1, h2, add_zero])
  zero_mem' := by
    intro t _
    exact (pauli_commute_iff _ _).2 (by rw [map_zero, LinearMap.zero_apply])
  smul_mem' := by
    intro c a ha t ht
    have h := (pauli_commute_iff a t).1 (ha t ht)
    exact (pauli_commute_iff _ _).2 (by rw [map_smul, LinearMap.smul_apply, h, smul_zero])
```

Now apply the general theorem to ω restricted to S. The radical consists of the symmetries that commute with all other symmetries. A subspace W of S with dimension d stands for d independent strings, meaning that no product of a nonempty selection of them is proportional to the identity. With s = dim S and r the dimension of this radical, the largest d for which all strings in W commute is (s + r)/2.

```lean
/-- Let S be the space of Pauli symmetries of a Hamiltonian, and r the dimension of the radical
of the symplectic form on S. Then dim S + r is even, and (dim S + r)/2 is the largest number of
independent, mutually commuting Pauli symmetries. -/
theorem tapering_count {n : ℕ} (T : Set (Label n)) :
    Even (finrank (ZMod 2) (symmetries T) +
      finrank (ZMod 2) (radical ((pauliForm n).restrict (symmetries T)))) ∧
    IsGreatest {d | ∃ W : Submodule (ZMod 2) (symmetries T),
        (∀ u ∈ W, ∀ v ∈ W, Commute (pauli (u : Label n)) (pauli (v : Label n))) ∧
        finrank (ZMod 2) W = d}
      ((finrank (ZMod 2) (symmetries T) +
        finrank (ZMod 2) (radical ((pauliForm n).restrict (symmetries T)))) / 2) := by
  simp only [pauli_commute_iff]
  exact isGreatest_isotropic (B := (pauliForm n).restrict (symmetries T))
    (fun x => pauliForm_witness n x)

end

end SymmetryTapering
```

```lean
#print axioms SymmetryTapering.tapering_count
```

```
'SymmetryTapering.tapering_count' depends on axioms: [propext, Classical.choice, Quot.sound]
```

For a molecular Hamiltonian encoded on n qubits, this is the number of qubits that tapering can remove when only the Pauli-string symmetries of that Hamiltonian are used; symmetries that are not single strings, such as total spin, do not enter the count. The link from the count to the saving is the tapering step itself, which is taken here from standard practice and not formalised: a Clifford transformation turns the commuting strings into Z operators on separate qubits, and each Z is then replaced by its eigenvalue ±1 in the chosen sector.
